# Wannier functions built from orthonormal Bloch states on a ring are orthonormal exactly when the band mixing is unitary

## States, phases and gauge on a ring of N cells

Take a ring of $N \ge 1$ cells. The cell label $R$ and the crystal momentum label $k$ both run over the integers modulo $N$, so that the physical wavevector is $2\pi k/N$ in units of the inverse lattice constant. A finite set $B$ labels the bands. For every $m \in B$ and every $k$ there is a state $\psi_{m,k}$, and these states are orthonormal:

$$\langle \psi_{i,k} | \psi_{j,l} \rangle = \delta_{ij}\,\delta_{kl}.$$

In Lean the labels $k$ and $R$ have type `ZMod N`, and the states live in an arbitrary complex inner product space `E`, which may have infinite dimension. The inner product is conjugate-linear in its first argument, as in Dirac notation.

```lean
import Mathlib

open scoped InnerProductSpace ComplexConjugate Matrix Real

namespace MultibandWannierRing

noncomputable section

variable {N : ℕ} [NeZero N] {B : Type*} [Fintype B] [DecidableEq B]
  {E : Type*} [NormedAddCommGroup E] [InnerProductSpace ℂ E]
```

The Bloch phase is

$$\chi_k(R) = e^{-2\pi i kR/N}.$$

The formula needs actual integers for $k$ and $R$. The definition takes the representatives between $0$ and $N-1$, written `k.val` and `R.val`; any other choice changes the exponent by a multiple of $2\pi i$.

```lean
/-- The Bloch phase `exp(-2πi k R / N)` for crystal momentum `k` and cell `R` on a ring of
`N` cells. -/
def blochPhase (k R : ZMod N) : ℂ :=
  Complex.exp (-(2 * π * Complex.I * (k.val : ℂ) * (R.val : ℂ) / N))
```

A gauge is a family of square complex matrices $U(k)$, one for each momentum. It mixes the bands at fixed $k$:

$$\tilde\psi^{U}_{n,k} = \sum_{m} U(k)_{mn}\, \psi_{m,k}.$$

The row index $m$ belongs to the original band and the column index $n$ to the new one. Nothing in the definition requires $U(k)$ to be unitary, or to vary smoothly with $k$.

```lean
/-- The Bloch state of band `n` at momentum `k` after the bands are mixed by the matrix `U k`. -/
def rotatedBloch (ψ : B → ZMod N → E) (U : ZMod N → Matrix B B ℂ) (n : B) (k : ZMod N) : E :=
  ∑ m, U k m n • ψ m k
```

The Wannier function with band index $n$ in cell $R$ is the normalised lattice Fourier sum

$$w^{U}_{n,R} = \frac{1}{\sqrt N} \sum_k \chi_k(R)\, \tilde\psi^{U}_{n,k}.$$

```lean
/-- The Wannier function of band index `n` in cell `R`, built in the gauge `U`. -/
def wannier (ψ : B → ZMod N → E) (U : ZMod N → Matrix B B ℂ) (n : B) (R : ZMod N) : E :=
  ((√(N : ℝ) : ℝ) : ℂ)⁻¹ • ∑ k, blochPhase k R • rotatedBloch ψ U n k
```

The only property of the $\psi_{m,k}$ used below is their orthonormality. No Hamiltonian and no translation operator appears, and the localisation of the $w^U_{n,R}$ is not addressed. Because $U(k)$ is square, there are as many Wannier functions per cell as bands; the rectangular matrices that select a subspace from a larger set of bands are not covered.

## The phase as a character of the ring

Let $e(j) = e^{2\pi i j/N}$. This function depends only on $j$ modulo $N$ and turns sums into products, $e(a+b) = e(a)\,e(b)$. Mathlib calls it `ZMod.stdAddChar`. The Bloch phase is

$$\chi_k(R) = e(-kR),$$

where the product $kR$ is now taken modulo $N$. The proof evaluates the character at the integer $-(k_{\rm val} R_{\rm val})$, whose residue is $-kR$, and compares the exponents.

```lean
/-- The Bloch phase is the standard additive character of the ring evaluated at `-k R`. -/
theorem blochPhase_eq_char (k R : ZMod N) :
    blochPhase k R = ZMod.stdAddChar (-(k * R)) := by
  have h := ZMod.stdAddChar_coe (N := N) (-((k.val : ℤ) * (R.val : ℤ)))
  have e : ((-((k.val : ℤ) * (R.val : ℤ)) : ℤ) : ZMod N) = -(k * R) := by simp
  rw [← e, h]
  unfold blochPhase
  congr 1
  push_cast
  ring
```

Since $\overline{e(a)} = e(-a)$, the phases of two cells $R$ and $S$ combine to

$$\overline{\chi_k(R)}\,\chi_k(S) = e(kR)\,e(-kS) = e(-k(S-R)) = \chi_k(S-R).$$

The Lean proof rewrites all three phases as characters, applies the conjugation and addition rules, and leaves an identity between arguments to `ring`.

```lean
/-- The product of a conjugate Bloch phase at cell `R` and a Bloch phase at cell `S` is the
Bloch phase of the separation `S - R`. -/
theorem conj_blochPhase_mul (k R S : ZMod N) :
    conj (blochPhase k R) * blochPhase k S = blochPhase k (S - R) := by
  rw [blochPhase_eq_char, blochPhase_eq_char, blochPhase_eq_char,
    ← AddChar.map_neg_eq_conj, ← AddChar.map_add_eq_mul]
  congr 1
  ring
```

The sum over the Brillouin zone is a geometric series. For $R = 0$ every term is $1$ and the sum is $N$. For $R \neq 0$ put $z = e^{-2\pi i R/N}$. Then $z \neq 1$ and $z^N = 1$, so

$$\sum_k \chi_k(R) = \sum_{j=0}^{N-1} z^j = \frac{1 - z^N}{1 - z} = 0.$$

```lean
/-- The Bloch phases summed over all momenta give `N` for the home cell and zero for every
other cell. -/
theorem blochPhase_sum (R : ZMod N) :
    ∑ k : ZMod N, blochPhase k R = if R = 0 then (N : ℂ) else 0 := by
  simp only [blochPhase_eq_char, ← mul_neg]
  rw [AddChar.sum_mulShift (-R) (ZMod.isPrimitive_stdAddChar N)]
  simp [ZMod.card]
```

The whole development turns on the Mathlib lemma used here, `AddChar.sum_mulShift`. It concerns a sum $\sum_x e(xb)$ over a finite ring and says that the sum is the number of elements if $b = 0$ and zero otherwise, provided that the character is primitive. Primitive means that for each $b \neq 0$ the function $x \mapsto e(xb)$ is not constantly $1$. For the standard character this is visible at $x = 1$, where $e(b) \neq 1$. The sum then vanishes by a shift of the summation variable: replacing $x$ by $x+1$ permutes the terms but multiplies the sum by $e(b)$, and a number equal to $e(b)$ times itself with $e(b) \ne 1$ is zero.

For composite $N$ it is not enough that the character is not constantly $1$. For $N = 4$ the character $j \mapsto (-1)^j$ is not constant, but at $b = 2$ every term $(-1)^{2x}$ is $1$ and the sum is $4$. The standard character gives the terms $1, -1, 1, -1$ at $b = 2$; they do not run through all fourth roots of unity, yet they cancel. In the proof, `← mul_neg` brings $-(kR)$ into the form $k\cdot(-R)$ that the lemma expects, and `ZMod.isPrimitive_stdAddChar` supplies primitivity.

## Recovering a function of momentum from its Fourier coefficients

Let $f$ be any complex function of $k$. Its lattice Fourier coefficients are $\frac1N \sum_k \chi_k(R) f(k)$, and they determine $f$:

$$\sum_R \overline{\chi_q(R)}\, \frac1N \sum_k \chi_k(R)\, f(k)
= \frac1N \sum_k \Big( \sum_R \chi_R(k-q) \Big) f(k) = f(q).$$

The first equality exchanges the two sums and uses the symmetry $\chi_k(R) = \chi_R(k)$, after which the product rule applies with the roles of momentum and cell exchanged. The second is the sum rule: the inner sum is $N$ for $k = q$ and zero for every other $k$. In Lean the symmetry is `comm`, and `Finset.sum_eq_single q` isolates the surviving term.

```lean
/-- A function of crystal momentum is recovered from its lattice Fourier coefficients. -/
theorem fourier_inversion (f : ZMod N → ℂ) (q : ZMod N) :
    ∑ R, conj (blochPhase q R) * ((N : ℂ)⁻¹ * ∑ k, blochPhase k R * f k) = f q := by
  have hN : (N : ℂ) ≠ 0 := Nat.cast_ne_zero.mpr (NeZero.ne N)
  have comm : ∀ a b : ZMod N, blochPhase a b = blochPhase b a := by
    intro a b
    rw [blochPhase_eq_char, blochPhase_eq_char, mul_comm]
  calc _ = (N : ℂ)⁻¹ * ∑ k, (∑ R, blochPhase R (k - q)) * f k := by
        simp only [Finset.mul_sum, Finset.sum_mul]
        rw [Finset.sum_comm]
        refine Finset.sum_congr rfl fun k _ => Finset.sum_congr rfl fun R _ => ?_
        rw [← conj_blochPhase_mul R q k, comm q R, comm k R]
        ring
    _ = f q := by
        -- only the momentum k = q survives the sum over cells
        rw [Finset.sum_eq_single q]
        · rw [sub_self, blochPhase_sum, if_pos rfl, inv_mul_cancel_left₀ hN]
        · intro k _ hk
          rw [blochPhase_sum, if_neg (sub_ne_zero.mpr hk), zero_mul]
        · intro h
          exact absurd (Finset.mem_univ q) h
```

## Overlaps between two gauges

Let $U$ and $V$ be two gauges, with no condition on either. The overlap of the mixed Bloch states is

$$\langle \tilde\psi^{U}_{n,k} | \tilde\psi^{V}_{m,l} \rangle
= \sum_{i,j} \overline{U(k)_{in}}\, V(l)_{jm}\, \delta_{ij}\,\delta_{kl}
= \delta_{kl} \sum_i \overline{U(k)_{in}}\, V(k)_{im}
= \delta_{kl}\, \big(U(k)^\dagger V(k)\big)_{nm}.$$

Lean writes the adjoint matrix as `(U k)ᴴ`. The auxiliary statement `h0` is the orthonormality of the $\psi_{m,k}$ in Kronecker form, and the case split on `k = l` handles $\delta_{kl}$.

```lean
omit [NeZero N] in
/-- If the original Bloch states are orthonormal, the states obtained from them by mixing in two
gauges `U` and `V` overlap only at equal momentum, where the overlap is the matrix element of `U(k)†
V(k)`. -/
theorem rotatedBloch_overlap {ψ : B → ZMod N → E}
    (hψ : Orthonormal ℂ (fun p : B × ZMod N => ψ p.1 p.2))
    (U V : ZMod N → Matrix B B ℂ) (n m : B) (k l : ZMod N) :
    ⟪rotatedBloch ψ U n k, rotatedBloch ψ V m l⟫_ℂ
      = if k = l then ((U k)ᴴ * V k) n m else 0 := by
  have h0 : ∀ (i j : B) (a b : ZMod N),
      ⟪ψ i a, ψ j b⟫_ℂ = if i = j ∧ a = b then 1 else 0 := by
    intro i j a b
    simpa only [Prod.mk.injEq] using orthonormal_iff_ite.mp hψ (i, a) (j, b)
  simp only [rotatedBloch, sum_inner, inner_sum, inner_smul_left, inner_smul_right, h0]
  by_cases h : k = l
  · subst h
    simp [Matrix.mul_apply, mul_comm]
  · simp [h]
```

Inserting this into the definition of the Wannier functions gives

$$\langle w^{U}_{n,R} | w^{V}_{m,S} \rangle
= \frac1N \sum_{k,l} \overline{\chi_k(R)}\,\chi_l(S)\, \delta_{kl}\, \big(U(k)^\dagger V(k)\big)_{nm}
= \frac1N \sum_k \chi_k(S-R)\, \big(U(k)^\dagger V(k)\big)_{nm}.$$

The overlap depends on the two cells only through their separation. In the proof, `hc` multiplies the two factors $1/\sqrt N$, and `h` carries out the sum over $l$ for each fixed $k$ and merges the two phases.

```lean
/-- For orthonormal Bloch states, the overlap of Wannier functions built in two gauges `U` and `V`
is the lattice Fourier coefficient of `U(k)† V(k)` at the separation of the cells. -/
theorem wannier_overlap {ψ : B → ZMod N → E}
    (hψ : Orthonormal ℂ (fun p : B × ZMod N => ψ p.1 p.2))
    (U V : ZMod N → Matrix B B ℂ) (n m : B) (R S : ZMod N) :
    ⟪wannier ψ U n R, wannier ψ V m S⟫_ℂ
      = (N : ℂ)⁻¹ * ∑ k, blochPhase k (S - R) * ((U k)ᴴ * V k) n m := by
  have hc : ((√(N : ℝ) : ℝ) : ℂ)⁻¹ * ((√(N : ℝ) : ℝ) : ℂ)⁻¹ = (N : ℂ)⁻¹ := by
    rw [← mul_inv, ← Complex.ofReal_mul, Real.mul_self_sqrt (Nat.cast_nonneg N),
      Complex.ofReal_natCast]
  -- orthogonality of different momenta collapses the double sum
  have h : ∀ k, ⟪blochPhase k R • rotatedBloch ψ U n k,
      ∑ l, blochPhase l S • rotatedBloch ψ V m l⟫_ℂ
        = blochPhase k (S - R) * ((U k)ᴴ * V k) n m := by
    intro k
    rw [inner_smul_left, inner_sum]
    simp only [inner_smul_right, rotatedBloch_overlap hψ, mul_ite, mul_zero,
      Finset.sum_ite_eq, Finset.mem_univ, if_true]
    rw [← mul_assoc, conj_blochPhase_mul]
  unfold wannier
  rw [inner_smul_left, inner_smul_right, sum_inner]
  simp only [h]
  rw [← mul_assoc, map_inv₀, Complex.conj_ofReal, hc]
```

## Unitary mixing gives orthonormal Wannier functions

Set $V = U$ and let every $U(k)$ be unitary. Then $U(k)^\dagger U(k) = 1$, the matrix element no longer depends on $k$, and the sum rule finishes the calculation:

$$\langle w^{U}_{n,R} | w^{U}_{m,S} \rangle
= \frac{\delta_{nm}}{N} \sum_k \chi_k(S-R) = \delta_{nm}\,\delta_{RS}.$$

The Lean theorem takes two hypotheses. `hψ` is the orthonormality of the Bloch states over all pairs of band and momentum, and `hU` places each `U k` in the unitary group. The conclusion is orthonormality over all pairs of band index and cell. The lemma `orthonormal_iff_ite` translates it into the Kronecker form above, and the final case splits compare the cells and then the bands.

```lean
/-- For orthonormal Bloch states and unitary band mixing at every momentum, the Wannier
functions are orthonormal in band index and cell. -/
theorem wannier_orthonormal {ψ : B → ZMod N → E}
    (hψ : Orthonormal ℂ (fun p : B × ZMod N => ψ p.1 p.2))
    {U : ZMod N → Matrix B B ℂ} (hU : ∀ k, U k ∈ Matrix.unitaryGroup B ℂ) :
    Orthonormal ℂ (fun p : B × ZMod N => wannier ψ U p.1 p.2) := by
  have hN : (N : ℂ) ≠ 0 := Nat.cast_ne_zero.mpr (NeZero.ne N)
  have hM : ∀ k, (U k)ᴴ * U k = 1 := fun k => Matrix.mem_unitaryGroup_iff'.mp (hU k)
  rw [orthonormal_iff_ite]
  rintro ⟨n, R⟩ ⟨m, S⟩
  simp only [Prod.mk.injEq]
  rw [wannier_overlap hψ]
  simp only [hM]
  rw [← Finset.sum_mul, blochPhase_sum, Matrix.one_apply]
  by_cases hR : R = S
  · subst hR
    by_cases hn : n = m <;> simp [hn, hN]
  · rw [if_neg (sub_ne_zero.mpr (Ne.symm hR))]
    simp [hR]
```

For a group of bands in a one-particle description, sampled at $N$ momenta on a one-dimensional ring, this means that a search for well-localised Wannier functions may vary the unitary matrices $U(k)$ independently at each momentum without ever losing orthonormality.

## Orthonormal Wannier functions force unitary mixing

Conversely, suppose that the $w^{U}_{n,R}$ are orthonormal. The overlaps with the home cell, $R = 0$, already contain enough information. With the second cell now called $R$, the overlap formula reads

$$\frac1N \sum_k \chi_k(R)\, \big(U(k)^\dagger U(k)\big)_{nm} = \delta_{nm}\,\delta_{0R}.$$

The left side is a Fourier coefficient of the function $k \mapsto (U(k)^\dagger U(k))_{nm}$. Inversion at momentum $q$ gives

$$\big(U(q)^\dagger U(q)\big)_{nm} = \sum_R \overline{\chi_q(R)}\, \delta_{nm}\,\delta_{0R} = \overline{\chi_q(0)}\,\delta_{nm} = \delta_{nm}.$$

Since $U(q)$ is a finite square matrix, $U(q)^\dagger U(q) = 1$ is enough for unitarity. At fixed $N$ a deviation from unitarity at a single momentum therefore always shows up in some Wannier overlap, although with weight $1/N$: if $U(q)^\dagger U(q) = 1 + \Delta$ and every other $U(k)$ is unitary, the overlap $\langle w^{U}_{n,R} | w^{U}_{m,S} \rangle$ departs from $\delta_{nm}\,\delta_{RS}$ by $\chi_q(S-R)\,\Delta_{nm}/N$.

The theorem `wannier_orthonormal_iff` combines the two directions. It keeps the orthonormality of the Bloch states as a hypothesis and assumes nothing about `U`. In the proof, `hv` is the displayed equation for the coefficients, `key` is its inversion, and `h0` records $\chi_q(0) = 1$.

```lean
/-- For orthonormal Bloch states, the Wannier functions are orthonormal exactly when the band
mixing is unitary at every momentum. -/
theorem wannier_orthonormal_iff {ψ : B → ZMod N → E}
    (hψ : Orthonormal ℂ (fun p : B × ZMod N => ψ p.1 p.2)) (U : ZMod N → Matrix B B ℂ) :
    Orthonormal ℂ (fun p : B × ZMod N => wannier ψ U p.1 p.2)
      ↔ ∀ k, U k ∈ Matrix.unitaryGroup B ℂ := by
  refine ⟨fun h q => ?_, fun hU => wannier_orthonormal hψ hU⟩
  rw [Matrix.mem_unitaryGroup_iff', Matrix.star_eq_conjTranspose]
  ext n m
  -- overlaps with the home cell are the Fourier coefficients of U(k)† U(k)
  have hv : ∀ R, (N : ℂ)⁻¹ * ∑ k, blochPhase k R * ((U k)ᴴ * U k) n m
      = if n = m ∧ 0 = R then 1 else 0 := by
    intro R
    have h1 := orthonormal_iff_ite.mp h (n, 0) (m, R)
    simp only [Prod.mk.injEq] at h1
    rwa [wannier_overlap hψ, sub_zero] at h1
  have h0 : blochPhase q 0 = 1 := by simp [blochPhase]
  have key := fourier_inversion (fun k => ((U k)ᴴ * U k) n m) q
  simp only [hv] at key
  rw [← key, Matrix.one_apply]
  by_cases hn : n = m <;> simp [hn, h0]
```

The same argument with two different gauges gives a biorthogonal version. The relation $\langle w^{U}_{n,R} | w^{V}_{m,S} \rangle = \delta_{nm}\,\delta_{RS}$ holds for all indices exactly when $U(k)^\dagger V(k) = 1$ at every $k$. An invertible but non-unitary gauge $U$ thus has a dual set of Wannier functions, built in the gauge $V(k) = (U(k)^\dagger)^{-1}$. This follows by hand from the overlap formula and Fourier inversion, and is not proved in Lean here.

## Two bands with a momentum-dependent rotation

A concrete case that satisfies both hypotheses uses two bands and the standard basis of $\mathbb{C}^{2N}$, with one basis vector for each pair of band and momentum. The gauge is a rotation through a real angle $\theta_k$ that may be chosen freely at each $k$:

$$U(k) = \begin{pmatrix} \cos\theta_k & -\sin\theta_k \\ \sin\theta_k & \cos\theta_k \end{pmatrix}.$$

The diagonal entries of $U(k)^\dagger U(k)$ are $\cos^2\theta_k + \sin^2\theta_k = 1$, and the off-diagonal entries are $\pm(\sin\theta_k\cos\theta_k - \cos\theta_k\sin\theta_k) = 0$. The Lean proof first treats any real $c$ and $s$ with $c^2 + s^2 = 1$, checking the four matrix entries one at a time, and then inserts the cosine and sine.

```lean
/-- Two bands of standard basis states, mixed by a rotation through a momentum-dependent
angle `θ k`, satisfy the orthonormality and unitarity hypotheses. -/
theorem wannier_orthonormal_witness (θ : ZMod N → ℝ) :
    Orthonormal ℂ (fun p : Fin 2 × ZMod N =>
        EuclideanSpace.basisFun (Fin 2 × ZMod N) ℂ (p.1, p.2)) ∧
      ∀ k, !![(Real.cos (θ k) : ℂ), -(Real.sin (θ k) : ℂ);
        (Real.sin (θ k) : ℂ), (Real.cos (θ k) : ℂ)] ∈ Matrix.unitaryGroup (Fin 2) ℂ := by
  have rot : ∀ c s : ℝ, c * c + s * s = 1 →
      !![(c : ℂ), -(s : ℂ); (s : ℂ), (c : ℂ)] ∈ Matrix.unitaryGroup (Fin 2) ℂ := by
    intro c s h
    have h' : (c : ℂ) * c + s * s = 1 := by exact_mod_cast h
    rw [Matrix.mem_unitaryGroup_iff', Matrix.star_eq_conjTranspose]
    ext i j
    fin_cases i <;> fin_cases j <;>
      simp [Matrix.mul_apply, Fin.sum_univ_succ, Matrix.conjTranspose_apply] <;>
      first | linear_combination h' | ring
  exact ⟨(EuclideanSpace.basisFun (Fin 2 × ZMod N) ℂ).orthonormal,
    fun k => rot _ _ (by nlinarith [Real.sin_sq_add_cos_sq (θ k)])⟩

end

end MultibandWannierRing
```

```lean
#print axioms MultibandWannierRing.wannier_orthonormal_iff
```

```
'MultibandWannierRing.wannier_orthonormal_iff' depends on axioms: [propext, Classical.choice, Quot.sound]
```
